# The Fourier weight of a ball's step function beyond a cutoff K approaches its surface area divided by πK

## A sharp sphere under a plane-wave cutoff

A plane-wave cutoff discards part of the Fourier weight of a muffin-tin step function, and a decay law shows how quickly that loss shrinks as the cutoff grows. Convergence experience with smooth functions misleads here, because the step function jumps at the sphere.

In LAPW methods the step function separates the spheres from the interstitial, and it is usually 1 in the interstitial and 0 in the spheres. Here it is 1 inside the ball and 0 outside, which only reverses the sign of the Fourier transform at nonzero wavevectors. For a single ball in infinite space, the result below estimates the squared error, integrated over all space, of truncating its Fourier representation: it falls only as $1/K$, so halving it takes about twice the cutoff once $KR$ is large. This is the error of the step function itself, not of LAPW energies or matrix elements.

## The remainder and its bounds

Let $R>0$ be the radius, $G>0$ a wavevector length and $K>0$ the cutoff. With $u$ the cosine of the angle to the wavevector, define

$$\Theta(G)=\int_0^R\!dr\int_{-1}^1\!du\;2\pi r^2\cos(Gru),$$

$$W(K)=\frac1{(2\pi)^3}\int_K^\infty 4\pi G^2\,\Theta(G)^2\,dG .$$

These are `ballFourier` and `parsevalRemainder`. The cosine is what remains of the plane wave, since its odd imaginary part integrates to zero. The transform has no volume prefactor; the factor $(2\pi)^{-3}$ sits in $W$. The spherical reduction is built into the definitions, and reading $W$ as a truncation error uses Parseval's identity, which the file does not prove.

With $j_1(x)=\sin x/x^2-\cos x/x$, the theorems `j1_tail_bound` and `parsevalRemainder_bound` state, for all positive $X$, $R$ and $K$,

$$\left|X\int_X^\infty j_1^2\,dx-\frac12\right|\le\frac1{4X}+\frac1{2X^2},$$

$$\left|W(K)-\frac{4\pi R^2}{\pi K}\right|\le\frac{2R}{K^2}+\frac4{K^3}.$$

The theorems `j1_tail_limit` and `parsevalRemainder_limit` give the limits $1/2$ and $4\pi R^2/\pi$ for $X\int_X^\infty j_1^2\,dx$ and $K\,W(K)$. In Lean, `Ioi X` is the interval $(X,\infty)$, and `Tendsto … atTop (𝓝 …)` expresses a limit at infinity. Periodic lattices and several spheres are not treated.

## From the ball to a Bessel tail

The angular integral is $4\pi r\sin(Gr)/G$. The radial integral then gives

$$\Theta(G)=\frac{4\pi}{G^3}\bigl(\sin GR-GR\cos GR\bigr)=\frac{4\pi R^2 j_1(GR)}{G}.$$

In $W$ the factors $G^2$ cancel. Substituting $x=GR$,

$$W(K)=8R^4\int_K^\infty j_1(GR)^2\,dG=8R^3\int_{KR}^\infty j_1(x)^2\,dx .$$

## An almost exact antiderivative

Write $s=\sin x$, $c=\cos x$ and

$$P(x)=-\frac1{2x}+\frac{sc}{2x^2}-\frac{s^2}{2x^3}.$$

Differentiating, and then using $1=s^2+c^2$,

$$P'=\frac{1+c^2-s^2}{2x^2}-\frac{2sc}{x^3}+\frac{3s^2}{2x^4}
=\frac{c^2}{x^2}-\frac{2sc}{x^3}+\frac{3s^2}{2x^4}
=j_1^2+\frac{s^2}{2x^4}.$$

Since $P\to0$ at infinity,

$$\int_X^\infty j_1^2\,dx=-P(X)-J,\qquad J=\int_X^\infty\frac{\sin^2x}{2x^4}\,dx,\qquad 0\le J\le\frac1{6X^3}.$$

Multiplying by $X$,

$$X\int_X^\infty j_1^2\,dx-\frac12=-\frac{\sin X\cos X}{2X}+\frac{\sin^2X}{2X^2}-XJ .$$

The first term is at most $1/(4X)$ in size, because $|\sin X\cos X|\le1/2$. The other two together lie between $-1/(6X^2)$ and $1/(2X^2)$. This proves the first bound, and its right side vanishes as $X\to\infty$.

For the ball, set $X=KR$. Then

$$W(K)-\frac{4R^2}{K}=\frac{8R^2}{K}\left(X\int_X^\infty j_1^2\,dx-\frac12\right),$$

and the first bound, multiplied by $8R^2/K$, becomes $2R/K^2+4/K^3$. Multiplying $W(K)$ by $K$ gives the limit $4R^2=4\pi R^2/\pi$.

## The complete Lean file

```lean
import Mathlib

open MeasureTheory Set Filter
open scoped Real Topology

namespace MuffinTinStep

noncomputable section

/-- The spherical Bessel function of order one, for nonzero argument. -/
def j1 (x : ℝ) : ℝ := Real.sin x / x ^ 2 - Real.cos x / x

/-- Fourier transform of the step function of a ball of radius `R` at wavevector length `G`:
the plane wave integrated over the ball in spherical coordinates, with `u` the cosine of the
angle to the wavevector. -/
def ballFourier (R G : ℝ) : ℝ :=
  ∫ r in (0 : ℝ)..R, ∫ u in (-1 : ℝ)..1, 2 * π * r ^ 2 * Real.cos (G * r * u)

/-- Parseval remainder of the ball's step function: the squared Fourier transform integrated over
all wavevectors longer than the cutoff `K`, divided by `(2π)³`. -/
def parsevalRemainder (R K : ℝ) : ℝ :=
  1 / (2 * π) ^ 3 * ∫ G in Ioi K, 4 * π * G ^ 2 * ballFourier R G ^ 2

/-- An elementary function, for nonzero argument, that carries the leading part of the
integral of `j1 ^ 2`. -/
def primitive (x : ℝ) : ℝ :=
  -(1 / (2 * x)) + Real.sin x * Real.cos x / (2 * x ^ 2) - Real.sin x ^ 2 / (2 * x ^ 3)

/-- The Fourier transform of the step function of a ball of radius `R > 0` is
`4πR² j1(GR) / G` for `G > 0`. -/
theorem ballFourier_eq {R G : ℝ} (hR : 0 < R) (hG : 0 < G) :
    ballFourier R G = 4 * π * R ^ 2 * j1 (G * R) / G := by
  have hG' := hG.ne'
  have hR' := hR.ne'
  -- the angular integral
  have inner_eq : ∀ r : ℝ, (∫ u in (-1 : ℝ)..1, 2 * π * r ^ 2 * Real.cos (G * r * u))
      = 4 * π * r * Real.sin (G * r) / G := by
    intro r
    have hd : ∀ u ∈ uIcc (-1 : ℝ) 1,
        HasDerivAt (fun u : ℝ => 2 * π * r / G * Real.sin (G * r * u))
          (2 * π * r ^ 2 * Real.cos (G * r * u)) u := fun u _ =>
      ((((hasDerivAt_id' u).const_mul (G * r)).sin).const_mul (2 * π * r / G)).congr_deriv
        (by field_simp)
    rw [intervalIntegral.integral_eq_sub_of_hasDerivAt hd
      (Continuous.intervalIntegrable (by fun_prop) _ _),
      show G * r * (-1) = -(G * r) by ring, Real.sin_neg, mul_one]
    ring
  -- the radial integral
  have hd : ∀ r ∈ uIcc (0 : ℝ) R,
      HasDerivAt (fun r : ℝ => 4 * π / G ^ 3 * (Real.sin (G * r) - G * r * Real.cos (G * r)))
        (4 * π * r * Real.sin (G * r) / G) r := by
    intro r _
    have hl := (hasDerivAt_id' r).const_mul G
    refine ((hl.sin.fun_sub (hl.fun_mul hl.cos)).const_mul (4 * π / G ^ 3)).congr_deriv ?_
    field_simp
    ring
  unfold ballFourier
  simp_rw [inner_eq]
  rw [intervalIntegral.integral_eq_sub_of_hasDerivAt hd
    (Continuous.intervalIntegrable (by fun_prop) _ _)]
  simp only [mul_zero, Real.sin_zero, zero_mul, sub_zero]
  unfold j1
  field_simp

/-- For `x > 0` the derivative of `primitive` is `j1 ^ 2` plus a term of fourth inverse order. -/
theorem hasDerivAt_primitive {x : ℝ} (hx : 0 < x) :
    HasDerivAt primitive (j1 x ^ 2 + Real.sin x ^ 2 / (2 * x ^ 4)) x := by
  have hx' := hx.ne'
  have hs := Real.hasDerivAt_sin x
  have s2 : HasDerivAt (fun y : ℝ => Real.sin y ^ 2) (2 * Real.sin x * Real.cos x) x :=
    (hs.fun_pow 2).congr_deriv (by norm_num)
  have q1 : HasDerivAt (fun y : ℝ => 2 * y) 2 x :=
    ((hasDerivAt_id' x).const_mul 2).congr_deriv (by norm_num)
  have q2 : HasDerivAt (fun y : ℝ => 2 * y ^ 2) (4 * x) x :=
    ((hasDerivAt_pow 2 x).const_mul 2).congr_deriv (by norm_num; ring)
  have q3 : HasDerivAt (fun y : ℝ => 2 * y ^ 3) (6 * x ^ 2) x :=
    ((hasDerivAt_pow 3 x).const_mul 2).congr_deriv (by norm_num; ring)
  have a := (hasDerivAt_const x (1 : ℝ)).fun_div q1 (by positivity)
  have b := (hs.fun_mul (Real.hasDerivAt_cos x)).fun_div q2 (by positivity)
  have c := s2.fun_div q3 (by positivity)
  refine ((a.fun_neg.fun_add b).fun_sub c).congr_deriv ?_
  unfold j1
  linear_combination (norm := skip) (-(1 / (2 * x ^ 2))) * Real.sin_sq_add_cos_sq x
  field_simp
  ring

/-- The product of sine and cosine lies between `-1/2` and `1/2`. -/
theorem sin_mul_cos_bounds (x : ℝ) :
    -(1 / 2) ≤ Real.sin x * Real.cos x ∧ Real.sin x * Real.cos x ≤ 1 / 2 := by
  have h := Real.sin_sq_add_cos_sq x
  constructor
  · nlinarith [sq_nonneg (Real.sin x + Real.cos x)]
  · nlinarith [sq_nonneg (Real.sin x - Real.cos x)]

private theorem tendsto_primitive : Tendsto primitive atTop (𝓝 0) := by
  have h2 : Tendsto (fun x : ℝ => x⁻¹ * 2) atTop (𝓝 0) := by
    simpa using (tendsto_inv_atTop_zero (𝕜 := ℝ)).mul_const 2
  refine squeeze_zero_norm' ?_ h2
  filter_upwards [eventually_ge_atTop (1 : ℝ)] with x hx
  have hx0 : 0 < x := by linarith
  have ht : 0 < x⁻¹ := inv_pos.2 hx0
  have ht1 : x⁻¹ ≤ 1 := inv_le_one_of_one_le₀ hx
  have e : primitive x = x⁻¹ * (-(1 / 2) + Real.sin x * Real.cos x * x⁻¹ / 2
      - Real.sin x ^ 2 * x⁻¹ ^ 2 / 2) := by
    unfold primitive
    ring
  obtain ⟨l, u⟩ := sin_mul_cos_bounds x
  have p1 := mul_nonneg ht.le (sub_nonneg.2 l)
  have p2 := mul_nonneg ht.le (sub_nonneg.2 u)
  have p3 := mul_nonneg (sq_nonneg x⁻¹) (sub_nonneg.2 (Real.sin_sq_le_one x))
  have p4 := mul_nonneg (sq_nonneg x⁻¹) (sq_nonneg (Real.sin x))
  have p5 : x⁻¹ ^ 2 ≤ 1 := pow_le_one₀ ht.le ht1
  rw [Real.norm_eq_abs, e, abs_mul, abs_of_pos ht]
  refine mul_le_mul_of_nonneg_left (abs_le.2 ⟨?_, ?_⟩) ht.le <;> nlinarith

private theorem quartic {X : ℝ} (hX : 0 < X) :
    IntegrableOn (fun x : ℝ => 1 / (2 * x ^ 4)) (Ioi X) ∧
      ∫ x in Ioi X, 1 / (2 * x ^ 4) = 1 / 6 * X⁻¹ ^ 3 := by
  have hd : ∀ x ∈ Ici X, HasDerivAt (fun x : ℝ => -(1 / 6) * x⁻¹ ^ 3) (1 / (2 * x ^ 4)) x := by
    intro x hx
    have hx' : x ≠ 0 := (hX.trans_le hx).ne'
    refine (((hasDerivAt_inv hx').fun_pow 3).const_mul (-(1 / 6))).congr_deriv ?_
    norm_num
    field_simp
    norm_num
  have hp : ∀ x ∈ Ioi X, 0 ≤ 1 / (2 * x ^ 4) := fun x _ => by positivity
  have hl : Tendsto (fun x : ℝ => -(1 / 6) * x⁻¹ ^ 3) atTop (𝓝 0) := by
    have h := ((tendsto_inv_atTop_zero (𝕜 := ℝ)).pow 3).const_mul (-(1 / 6) : ℝ)
    rw [show (-(1 / 6) * 0 ^ 3 : ℝ) = 0 by norm_num] at h
    exact h
  refine ⟨integrableOn_Ioi_deriv_of_nonneg' hd hp hl, ?_⟩
  rw [integral_Ioi_of_hasDerivAt_of_nonneg' hd hp hl]
  ring

private theorem integrable_sin {X : ℝ} (hX : 0 < X) :
    IntegrableOn (fun x : ℝ => Real.sin x ^ 2 / (2 * x ^ 4)) (Ioi X) := by
  refine Integrable.mono' (quartic hX).1
    (by fun_prop : Measurable fun x : ℝ => Real.sin x ^ 2 / (2 * x ^ 4)).aestronglyMeasurable
    (ae_of_all _ fun x => ?_)
  rw [Real.norm_of_nonneg (by positivity)]
  exact div_le_div_of_nonneg_right (Real.sin_sq_le_one x) (by positivity)

/-- The square of `j1` is integrable from any `X > 0` to infinity. -/
theorem integrable_j1_sq {X : ℝ} (hX : 0 < X) : IntegrableOn (fun x => j1 x ^ 2) (Ioi X) := by
  have h := integrableOn_Ioi_deriv_of_nonneg'
    (fun x (hx : x ∈ Ici X) => hasDerivAt_primitive (hX.trans_le hx))
    (fun x _ => by positivity) tendsto_primitive
  refine (h.sub (integrable_sin hX)).congr (ae_of_all _ fun x => ?_)
  simp

/-- For `X > 0`, `X` times the integral of `j1 ^ 2` from `X` to infinity differs from `1/2` by at
most `1/(4X) + 1/(2X²)`. -/
theorem j1_tail_bound {X : ℝ} (hX : 0 < X) :
    |X * (∫ x in Ioi X, j1 x ^ 2) - 1 / 2| ≤ 1 / (4 * X) + 1 / (2 * X ^ 2) := by
  have hX' := hX.ne'
  -- the exact tail, up to a small nonnegative integral J
  have h := integral_Ioi_of_hasDerivAt_of_nonneg'
    (fun x (hx : x ∈ Ici X) => hasDerivAt_primitive (hX.trans_le hx))
    (fun x _ => by positivity) tendsto_primitive
  rw [integral_add (integrable_j1_sq hX) (integrable_sin hX)] at h
  have J0 : 0 ≤ ∫ x in Ioi X, Real.sin x ^ 2 / (2 * x ^ 4) :=
    integral_nonneg fun x => by positivity
  have J1 : ∫ x in Ioi X, Real.sin x ^ 2 / (2 * x ^ 4) ≤ 1 / 6 * X⁻¹ ^ 3 := by
    rw [← (quartic hX).2]
    exact integral_mono (integrable_sin hX) (quartic hX).1 fun x =>
      div_le_div_of_nonneg_right (Real.sin_sq_le_one x) (by positivity)
  set J := ∫ x in Ioi X, Real.sin x ^ 2 / (2 * x ^ 4)
  have e : X * (∫ x in Ioi X, j1 x ^ 2) - 1 / 2 = -(Real.sin X * Real.cos X) * X⁻¹ / 2
      + Real.sin X ^ 2 * X⁻¹ ^ 2 / 2 - X * J := by
    rw [eq_sub_of_add_eq h]
    unfold primitive
    field_simp
    ring
  have K0 := mul_nonneg hX.le J0
  have K1 : X * J ≤ 1 / 6 * X⁻¹ ^ 2 := by
    calc X * J ≤ X * (1 / 6 * X⁻¹ ^ 3) := mul_le_mul_of_nonneg_left J1 hX.le
      _ = 1 / 6 * X⁻¹ ^ 2 := by field_simp
  have ht : 0 < X⁻¹ := inv_pos.2 hX
  obtain ⟨l, u⟩ := sin_mul_cos_bounds X
  have p1 := mul_nonneg ht.le (sub_nonneg.2 l)
  have p2 := mul_nonneg ht.le (sub_nonneg.2 u)
  have p3 := mul_nonneg (sq_nonneg X⁻¹) (sub_nonneg.2 (Real.sin_sq_le_one X))
  have p4 := mul_nonneg (sq_nonneg X⁻¹) (sq_nonneg (Real.sin X))
  rw [e, show 1 / (4 * X) + 1 / (2 * X ^ 2) = X⁻¹ / 4 + X⁻¹ ^ 2 / 2 by ring]
  refine abs_le.2 ⟨?_, ?_⟩ <;> nlinarith [sq_nonneg X⁻¹]

/-- `X` times the integral of `j1 ^ 2` from `X` to infinity tends to `1/2` as `X` grows. -/
theorem j1_tail_limit :
    Tendsto (fun X : ℝ => X * ∫ x in Ioi X, j1 x ^ 2) atTop (𝓝 (1 / 2)) := by
  have h := tendsto_inv_atTop_zero (𝕜 := ℝ)
  have h2 := (h.const_mul (1 / 4)).add ((h.pow 2).const_mul (1 / 2))
  rw [show (1 / 4 * 0 + 1 / 2 * 0 ^ 2 : ℝ) = 0 by norm_num] at h2
  refine tendsto_iff_norm_sub_tendsto_zero.2
    (squeeze_zero' (Eventually.of_forall fun _ => norm_nonneg _) ?_ h2)
  filter_upwards [eventually_gt_atTop (0 : ℝ)] with X hX
  rw [Real.norm_eq_abs]
  exact (j1_tail_bound hX).trans_eq (by ring)

/-- For positive radius and cutoff, the Parseval remainder is `8R³` times the integral of `j1 ^ 2`
from `KR` to infinity. -/
theorem parsevalRemainder_eq {R K : ℝ} (hR : 0 < R) (hK : 0 < K) :
    parsevalRemainder R K = 8 * R ^ 3 * ∫ x in Ioi (K * R), j1 x ^ 2 := by
  have hπ := Real.pi_ne_zero
  have hR' := hR.ne'
  have e : ∫ G in Ioi K, 4 * π * G ^ 2 * ballFourier R G ^ 2
      = ∫ G in Ioi K, 64 * π ^ 3 * R ^ 4 * j1 (G * R) ^ 2 := by
    refine setIntegral_congr_fun measurableSet_Ioi fun G hG => ?_
    have hG0 : 0 < G := hK.trans hG
    have hG' := hG0.ne'
    simp only [ballFourier_eq hR hG0]
    field_simp
    ring
  -- substitute x = G R
  rw [parsevalRemainder, e, integral_const_mul,
    integral_comp_mul_right_Ioi (fun y => j1 y ^ 2) K hR, smul_eq_mul]
  field_simp
  ring

/-- For positive radius and cutoff, the Parseval remainder of the ball's step function equals its
surface area divided by `πK`, up to an error of at most `2R/K² + 4/K³`. -/
theorem parsevalRemainder_bound {R K : ℝ} (hR : 0 < R) (hK : 0 < K) :
    |parsevalRemainder R K - 4 * π * R ^ 2 / (π * K)| ≤ 2 * R / K ^ 2 + 4 / K ^ 3 := by
  have hπ := Real.pi_ne_zero
  have hR' := hR.ne'
  have hK' := hK.ne'
  have e : parsevalRemainder R K - 4 * π * R ^ 2 / (π * K)
      = 8 * R ^ 2 / K * (K * R * (∫ x in Ioi (K * R), j1 x ^ 2) - 1 / 2) := by
    rw [parsevalRemainder_eq hR hK]
    field_simp
    ring
  have hc : 0 < 8 * R ^ 2 / K := by positivity
  rw [e, abs_mul, abs_of_pos hc]
  refine (mul_le_mul_of_nonneg_left (j1_tail_bound (mul_pos hK hR)) hc.le).trans_eq ?_
  field_simp
  norm_num

/-- For a ball of radius `R > 0`, the cutoff times the Parseval remainder of the step function
tends to the surface area of the ball divided by `π`. -/
theorem parsevalRemainder_limit {R : ℝ} (hR : 0 < R) :
    Tendsto (fun K : ℝ => K * parsevalRemainder R K) atTop (𝓝 (4 * π * R ^ 2 / π)) := by
  have hπ := Real.pi_ne_zero
  have hKR : Tendsto (fun K : ℝ => K * R) atTop atTop := tendsto_id.atTop_mul_const hR
  have h := (j1_tail_limit.comp hKR).const_mul (8 * R ^ 2)
  rw [show 8 * R ^ 2 * (1 / 2) = 4 * π * R ^ 2 / π by field_simp; norm_num] at h
  refine h.congr' ?_
  filter_upwards [eventually_gt_atTop (0 : ℝ)] with K hK
  rw [parsevalRemainder_eq hR hK, Function.comp_apply]
  ring

end

end MuffinTinStep
```

```lean
#print axioms MuffinTinStep.parsevalRemainder_bound
#print axioms MuffinTinStep.parsevalRemainder_limit
```

```
'MuffinTinStep.parsevalRemainder_bound' depends on axioms: [propext, Classical.choice, Quot.sound]
'MuffinTinStep.parsevalRemainder_limit' depends on axioms: [propext, Classical.choice, Quot.sound]
```

## Where the integrations enter the proof

`ballFourier_eq` performs the angular and radial integrations by supplying an antiderivative for each. `hasDerivAt_primitive` differentiates $P$, called `primitive`; its `linear_combination` step inserts $\sin^2x+\cos^2x=1$.

`tendsto_primitive` squeezes $P$ to zero, using `sin_mul_cos_bounds`. Because $P'$ is nonnegative and $P$ has a limit, Mathlib gives integrability of $P'$. `quartic` evaluates the integral of $1/(2x^4)$, and `integrable_sin` uses it as a majorant for the sine term. Subtracting that term yields `integrable_j1_sq`.

In `j1_tail_bound`, the equation `e` is the displayed formula containing $J$, and `nlinarith` combines the estimates of its three terms. `j1_tail_limit` squeezes the error to zero.

`parsevalRemainder_eq` inserts the transform and changes variables with `integral_comp_mul_right_Ioi`. The last two theorems rescale the Bessel bound and limit with $X=KR$.
